# Finitely many fermionic modes on a nonzero complex space always have a vacuum and a nonzero filled state

In second quantisation, determinants built from a set of $M$ orthonormal spin orbitals are written as products of creators applied to a state with no electrons, which every annihilator sends to zero. In most of my notes this vacuum is simply postulated along with the anticommutation relations.

Suppose I am given only the relations, for operators on some nonzero complex vector space. I believe that a vacuum must then exist, and that filling all $M$ modes cannot give the zero vector. Can this be derived without an inner product or an explicit matrix representation, and can the argument be stated and checked in Lean?

## Yes: the relations supply the vacuum

Number the modes $p = 0, \dots, M-1$, as Lean does. Let the annihilators $a_p$ and the creators $c_p$ be linear operators on a complex vector space $V \neq 0$ with

$$a_p a_q + a_q a_p = 0,\qquad c_p c_q + c_q c_p = 0,\qquad a_p c_q + c_q a_p = \delta_{pq}.$$

**Emptying the modes.** Take any nonzero $v$ and go through the modes one at a time. Suppose $v \neq 0$ is already annihilated by $a_p$ for every mode $p$ treated so far, and let $q$ be the next mode. If $a_q v = 0$, keep $v$. Otherwise replace $v$ by $v' = a_q v$, which is nonzero by assumption. The relation for $p = q$ reads $2a_q^2 = 0$, so $a_q v' = 0$. For an earlier mode $p$,

$$a_p v' = a_p a_q v = -a_q a_p v = 0.$$

After the last mode, $v$ is a nonzero vacuum.

The case distinction matters. Applying all the annihilators to an arbitrary vector $u$ does give something that every $a_p$ sends to zero, but it may be the zero vector. This happens as soon as one mode $q$ is already empty in $u$: up to a sign, $a_q$ can be moved to the right, where it meets $u$ and gives zero.

**Counting particles.** Let $n_p = c_p a_p$. Adding and subtracting $c_p c_q a_p$ gives

$$[n_p, c_q] = c_p(a_p c_q + c_q a_p) - (c_p c_q + c_q c_p)a_p = \delta_{pq}\,c_q.$$

Let $w$ be a product of creators of distinct modes applied to the vacuum. Then $n_p w = w$ if $p$ is in the product, and $n_p w = 0$ if it is not. With no creators this is $n_p v = c_p a_p v = 0$. If the claim holds for $w$ and $q$ is a new mode, then

$$n_p c_q w = c_q n_p w + \delta_{pq}\, c_q w.$$

For $p = q$ the first term vanishes, because $q$ is not yet in $w$, and $c_q w$ remains. For $p \neq q$ the second term vanishes, and the first is $c_q w$ or $0$ according to whether $p$ is in $w$.

**Filling the modes.** Let $w \neq 0$ be such a state without mode $q$. Then $c_q a_q w = n_q w = 0$, so

$$w = (a_q c_q + c_q a_q)w = a_q c_q w.$$

If $c_q w$ were zero, $w$ would be zero too. Hence $c_q w \neq 0$. Adding the modes one by one shows that $c_0 c_1 \cdots c_{M-1} v \neq 0$. For $M = 0$ the product is the identity and the filled state is $v$ itself.

**Telling the Fock states apart.** For each set $S$ of modes, let $\Phi_S$ be the product of the creators in $S$, in increasing order, applied to $v$. Put $N = \sum_p 2^p n_p$. Then

$$N\Phi_S = \Big(\sum_{p\in S} 2^p\Big)\Phi_S.$$

The eigenvalue is the integer whose binary digits are the occupations, so different sets have different eigenvalues. Nonzero eigenvectors with distinct eigenvalues are linearly independent. There are $2^M$ sets, so a finite-dimensional $V$ has dimension at least $2^M$.

For simulation on qubits, this means that operators obeying the relations for $M$ modes on the whole space of a register need at least $M$ qubits.

## What the Lean statements say

The type `Module.End ℂ V` contains the linear maps from $V$ to itself. Its product is composition and its `1` is the identity. The families `a` and `c` assign such a map to each mode in `Fin M`, and `IsCAR a c` states the three relations. It does not say that $c_p$ is the adjoint of $a_p$: there is no inner product, so states are required to be nonzero, not normalised.

The instance `[Nontrivial V]` says that $V$ contains more than the zero vector. This has to be assumed, since on the zero space all the relations hold and no nonzero vacuum exists.

`creationString c l` multiplies the creators along the list `l`, so the rightmost one acts first. `List.finRange M` lists all modes in increasing order. The main theorem, `exists_vacuum_filled_ne_zero`, therefore provides one vector $v$ that is nonzero, is annihilated by every $a_p$, and gives a nonzero filled state. The comments in the file write this state as $c_1 \cdots c_M v$, counting from one.

`creationString_ne_zero` is more general: it covers every nonzero vacuum and every list without repetition, in any order. `fockState c v S` is $\Phi_S$, with the sign fixed by the increasing order. `fockState_linearIndependent` and `two_pow_le_finrank` state the independence and the dimension bound, the latter for finite-dimensional $V$.

The number of modes is finite throughout. The theorems do not say that the vacuum is unique up to a factor or that the Fock states span $V$. No Hamiltonian enters, so "vacuum" means a state without particles, not a ground state.

```lean
import Mathlib

open Matrix

namespace FermionVacuum

noncomputable section

variable {M : ℕ} {V : Type*} [AddCommGroup V] [Module ℂ V]

/-- The canonical anticommutation relations for annihilators `a p` and creators `c p`
of `M` fermionic modes acting on a complex vector space. -/
structure IsCAR (a c : Fin M → Module.End ℂ V) : Prop where
  aa : ∀ p q, a p * a q + a q * a p = 0
  cc : ∀ p q, c p * c q + c q * c p = 0
  ac : ∀ p q, a p * c q + c q * a p = if p = q then 1 else 0

/-- The occupation number operator `n_p = c_p a_p` of mode `p`. -/
def numberOp (a c : Fin M → Module.End ℂ V) (p : Fin M) : Module.End ℂ V :=
  c p * a p

/-- The ordered product of the creators of the modes in the list `l`. -/
def creationString (c : Fin M → Module.End ℂ V) (l : List (Fin M)) : Module.End ℂ V :=
  (l.map c).prod

/-- The Fock state with occupied modes `S`: their creators, in increasing order of the modes
from left to right, applied to `v`. -/
def fockState (c : Fin M → Module.End ℂ V) (v : V) (S : Finset (Fin M)) : V :=
  creationString c ((List.finRange M).filter (· ∈ S)) v

/-- Fermionic modes on a nonzero space have a vacuum: a nonzero vector that every
annihilator sends to zero. -/
theorem exists_vacuum [Nontrivial V] {a c : Fin M → Module.End ℂ V} (h : IsCAR a c) :
    ∃ v : V, v ≠ 0 ∧ ∀ p, a p v = 0 := by
  have key : ∀ s : Finset (Fin M), ∃ v : V, v ≠ 0 ∧ ∀ p ∈ s, a p v = 0 := by
    intro s
    induction s using Finset.induction_on with
    | empty =>
      obtain ⟨v, hv⟩ := exists_ne (0 : V)
      exact ⟨v, hv, by simp⟩
    | insert q s _ ih =>
      obtain ⟨v, hv, hs⟩ := ih
      by_cases hq : a q v = 0
      · refine ⟨v, hv, fun p hp => ?_⟩
        rcases Finset.mem_insert.1 hp with e | hp
        · rw [e, hq]
        · exact hs p hp
      · -- mode `q` is not yet empty, so we empty it
        refine ⟨a q v, hq, fun p hp => ?_⟩
        rcases Finset.mem_insert.1 hp with e | hp
        · have h2 : a q (a q v) + a q (a q v) = 0 := LinearMap.congr_fun (h.aa q q) v
          rw [← two_smul ℂ] at h2
          rw [e]
          exact (smul_eq_zero.1 h2).resolve_left two_ne_zero
        · have h2 : a p (a q v) + a q (a p v) = 0 := LinearMap.congr_fun (h.aa p q) v
          rwa [hs p hp, map_zero, add_zero] at h2
  obtain ⟨v, hv, hs⟩ := key Finset.univ
  exact ⟨v, hv, fun p => hs p (Finset.mem_univ p)⟩

/-- A creator raises the occupation of its own mode by one and leaves the other modes alone:
`[n_p, c_q] = δ_pq c_q`. -/
theorem number_commutator {a c : Fin M → Module.End ℂ V} (h : IsCAR a c) (p q : Fin M) :
    numberOp a c p * c q - c q * numberOp a c p = if p = q then c q else 0 := by
  unfold numberOp
  calc c p * a p * c q - c q * (c p * a p)
      = c p * (a p * c q + c q * a p) - (c p * c q + c q * c p) * a p := by noncomm_ring
    _ = if p = q then c q else 0 := by
      rw [h.ac p q, h.cc p q]
      by_cases e : p = q <;> simp [e]

/-- Let `w` be a string of creators of distinct modes applied to a vector annihilated by all `a p`.
Then `n_p w = w` if `p` is in the string, and `n_p w = 0` otherwise. -/
theorem number_creationString {a c : Fin M → Module.End ℂ V} (h : IsCAR a c) {v : V}
    (hv : ∀ p, a p v = 0) (p : Fin M) (l : List (Fin M)) (hl : l.Nodup) :
    numberOp a c p (creationString c l v) = if p ∈ l then creationString c l v else 0 := by
  induction l with
  | nil => simp [creationString, numberOp, hv]
  | cons q l ih =>
    obtain ⟨hq, hl'⟩ := List.nodup_cons.1 hl
    have hc : creationString c (q :: l) v = c q (creationString c l v) := by
      simp [creationString]
    -- move the number operator past the first creator
    have hcomm : numberOp a c p (c q (creationString c l v))
        - c q (numberOp a c p (creationString c l v))
        = (if p = q then c q else 0) (creationString c l v) :=
      LinearMap.congr_fun (number_commutator h p q) (creationString c l v)
    rw [ih hl'] at hcomm
    rw [hc]
    by_cases e : p = q
    · simpa [e, hq] using hcomm
    · by_cases hm : p ∈ l
      · have h0 : numberOp a c p (c q (creationString c l v))
            - c q (creationString c l v) = 0 := by simpa [e, hm] using hcomm
        simpa [hm] using sub_eq_zero.1 h0
      · simpa [e, hm] using hcomm

/-- Filling distinct modes of a nonzero vacuum never gives the zero vector. -/
theorem creationString_ne_zero {a c : Fin M → Module.End ℂ V} (h : IsCAR a c) {v : V}
    (hv0 : v ≠ 0) (hv : ∀ p, a p v = 0) (l : List (Fin M)) (hl : l.Nodup) :
    creationString c l v ≠ 0 := by
  induction l with
  | nil => simpa [creationString] using hv0
  | cons q l ih =>
    obtain ⟨hq, hl'⟩ := List.nodup_cons.1 hl
    have hc : creationString c (q :: l) v = c q (creationString c l v) := by
      simp [creationString]
    rw [hc]
    intro hz
    -- mode `q` is empty, so `a_q c_q` acts as the identity
    have hn : c q (a q (creationString c l v)) = 0 := by
      have := number_creationString h hv q l hl'
      rw [if_neg hq] at this
      exact this
    have hx : a q (c q (creationString c l v)) + c q (a q (creationString c l v))
        = creationString c l v := by
      simpa using LinearMap.congr_fun (h.ac q q) (creationString c l v)
    rw [hz, hn, map_zero, add_zero] at hx
    exact ih hl' hx.symm

/-- On a nonzero space carrying the anticommutation relations there is a nonzero vacuum, and
the filled state `c_1 ... c_M v` built on it is nonzero. -/
theorem exists_vacuum_filled_ne_zero [Nontrivial V] {a c : Fin M → Module.End ℂ V}
    (h : IsCAR a c) :
    ∃ v : V, v ≠ 0 ∧ (∀ p, a p v = 0) ∧ creationString c (List.finRange M) v ≠ 0 := by
  obtain ⟨v, hv0, hv⟩ := exists_vacuum h
  exact ⟨v, hv0, hv, creationString_ne_zero h hv0 hv _ (List.nodup_finRange M)⟩

/-- The Fock states built on a nonzero vacuum, one for each set of occupied modes, are
linearly independent. -/
theorem fockState_linearIndependent {a c : Fin M → Module.End ℂ V} (h : IsCAR a c) {v : V}
    (hv0 : v ≠ 0) (hv : ∀ p, a p v = 0) : LinearIndependent ℂ (fockState c v) := by
  have hn : ∀ S p, numberOp a c p (fockState c v S) = if p ∈ S then fockState c v S else 0 := by
    intro S p
    have := number_creationString h hv p _ ((List.nodup_finRange M).filter (· ∈ S))
    simpa [fockState] using this
  -- `∑ 2^p n_p` reads the occupations as binary digits, so its eigenvalues are distinct
  refine Module.End.eigenvectors_linearIndependent'
    (∑ p : Fin M, (2 : ℂ) ^ (p : ℕ) • numberOp a c p)
    (fun S : Finset (Fin M) => ((∑ p ∈ S, 2 ^ (p : ℕ) : ℕ) : ℂ)) ?_ _ ?_
  · intro S T hST
    have h2 : ∑ p ∈ S, 2 ^ (p : ℕ) = ∑ p ∈ T, 2 ^ (p : ℕ) := Nat.cast_injective hST
    exact Finset.map_injective Fin.valEmbedding
      (Finset.geomSum_injective (le_refl 2) (by simpa [Finset.sum_map] using h2))
  · intro S
    refine ⟨Module.End.mem_eigenspace_iff.2 ?_,
      creationString_ne_zero h hv0 hv _ ((List.nodup_finRange M).filter _)⟩
    simp [LinearMap.sum_apply, hn, Finset.sum_ite_mem, Finset.sum_smul]

/-- A nonzero finite-dimensional space carrying `M` fermionic modes has dimension at
least `2 ^ M`. -/
theorem two_pow_le_finrank [Nontrivial V] [FiniteDimensional ℂ V]
    {a c : Fin M → Module.End ℂ V} (h : IsCAR a c) : 2 ^ M ≤ Module.finrank ℂ V := by
  obtain ⟨v, hv0, hv⟩ := exists_vacuum h
  simpa using (fockState_linearIndependent h hv0 hv).fintype_card_le_finrank

/-- The Jordan-Wigner matrices of two annihilators in the basis `|00⟩, |01⟩, |10⟩, |11⟩`. -/
def jordanWigner : Fin 2 → Matrix (Fin 4) (Fin 4) ℂ :=
  ![!![0, 0, 1, 0; 0, 0, 0, 1; 0, 0, 0, 0; 0, 0, 0, 0],
    !![0, 1, 0, 0; 0, 0, 0, 0; 0, 0, 0, -1; 0, 0, 0, 0]]

/-- The two Jordan-Wigner matrices and their transposes satisfy the anticommutation relations
on `ℂ⁴`. -/
theorem isCAR_witness :
    IsCAR (fun p => Matrix.toLinAlgEquiv' (jordanWigner p))
      (fun p => Matrix.toLinAlgEquiv' (jordanWigner p)ᵀ) := by
  have h1 : ∀ p q, jordanWigner p * jordanWigner q + jordanWigner q * jordanWigner p = 0 := by
    intro p q
    fin_cases p <;> fin_cases q <;> ext i j <;> fin_cases i <;> fin_cases j <;>
      simp [jordanWigner]
  have h2 : ∀ p q, (jordanWigner p)ᵀ * (jordanWigner q)ᵀ
      + (jordanWigner q)ᵀ * (jordanWigner p)ᵀ = 0 := by
    intro p q
    rw [← Matrix.transpose_mul, ← Matrix.transpose_mul, ← Matrix.transpose_add, h1,
      Matrix.transpose_zero]
  have h3 : ∀ p q, jordanWigner p * (jordanWigner q)ᵀ + (jordanWigner q)ᵀ * jordanWigner p
      = if p = q then 1 else 0 := by
    intro p q
    ext i j
    -- write out the entries before inserting the numerical matrices
    simp only [Matrix.add_apply, Matrix.mul_apply, Matrix.transpose_apply, Fin.sum_univ_four]
    fin_cases p <;> fin_cases q <;> fin_cases i <;> fin_cases j <;> simp [jordanWigner]
  refine ⟨fun p q => ?_, fun p q => ?_, fun p q => ?_⟩ <;> beta_reduce
  · rw [← map_mul, ← map_mul, ← map_add, h1, map_zero]
  · rw [← map_mul, ← map_mul, ← map_add, h2, map_zero]
  · rw [← map_mul, ← map_mul, ← map_add, h3]
    split_ifs
    · exact map_one _
    · exact map_zero _

end

end FermionVacuum
```

```lean
#print axioms FermionVacuum.exists_vacuum_filled_ne_zero
-- 'FermionVacuum.exists_vacuum_filled_ne_zero' depends on axioms: [propext, Classical.choice, Quot.sound]
#print axioms FermionVacuum.two_pow_le_finrank
-- 'FermionVacuum.two_pow_le_finrank' depends on axioms: [propext, Classical.choice, Quot.sound]
```

## From the hand derivation to the Lean proof

`exists_vacuum` proves the intermediate claim `key`: for every finite set `s` of modes there is a nonzero vector annihilated by all $a_p$ with $p$ in `s`. The induction adds one mode `q` at a time, and `by_cases hq` is the choice between keeping $v$ and replacing it by $a_q v$. In the second case, `h.aa q q` gives $2a_q^2v = 0$, from which the factor 2 is removed, and `h.aa p q` keeps the earlier modes empty. Taking `s` to be the set of all modes finishes the proof.

In `number_commutator`, the first line of the `calc` block is the rearrangement of $[n_p, c_q]$ shown above. The tactic `noncomm_ring` confirms it without letting the operators commute. The anticommutators are then replaced by their values.

`number_creationString` is an induction on the list of creators. The hypothesis `hl : l.Nodup` says that no mode occurs twice, and it supplies the fact that the new mode `q` is absent from the rest. The equation `hcomm` is the commutator applied to the shorter string, and the case distinctions are $p = q$, then $p$ in the list or not.

`creationString_ne_zero` assumes in `hz` that the longer string gives zero. Here `hn` is $c_q a_q w = 0$ and `hx` is the mixed anticommutator applied to $w$. Together they force $w = 0$, against the induction hypothesis. The main theorem combines this result with `exists_vacuum`, using that `List.finRange M` has no repetitions.

For linear independence, `hn` records the occupation numbers of each Fock state. Mathlib's `Module.End.eigenvectors_linearIndependent'` then leaves two tasks. The first is that different sets give different eigenvalues, which `Finset.geomSum_injective` settles as the uniqueness of binary expansions. The second is that each Fock state is a nonzero eigenvector of $N$. The dimension bound follows by counting the subsets of `Fin M`.

The last theorem, `isCAR_witness`, gives a concrete case with $M = 2$ on $\mathbb{C}^4$. In the basis $|00\rangle, |01\rangle, |10\rangle, |11\rangle$ the left digit is the occupation of mode 0. The entry $-1$ in the second matrix is the sign that $a_1$ picks up when mode 0 is occupied. The creators are the transposes, which are also the adjoints because the entries are real. The proof compares matrix entries for two of the relations, obtains the creator relation by transposition, and carries all three over to linear maps with `Matrix.toLinAlgEquiv'`. The dimension here is $4 = 2^2$, so the bound is attained for two modes.
